# In a transverse field, the longitudinal susceptibility of a two-level system at positive temperature is less than the variance of $Z$ divided by $k_BT$

A spin with two levels is in equilibrium at inverse temperature $b = 1/(k_BT)$. A field $h$ favours one value of $Z$, and a transverse field $g$ mixes the two:

$$H = -hZ - gX.$$

Change $h$ slightly, let the spin re-equilibrate at the same temperature, and the mean $\langle Z\rangle$ shifts. In classical statistical mechanics the rate of this shift, the susceptibility, is $b$ times the variance of $Z$. Does that survive when $Z$ and $H$ do not commute?

For this single, non-interacting spin it does not: a simulation that inferred the static response from the variance of $Z$ would overestimate it whenever $g \neq 0$.

## The spin and its Gibbs state

In Lean 4 with Mathlib:

```lean
import Mathlib

open Matrix

namespace GibbsSusceptibility

noncomputable section

/-- The Pauli matrix Z. -/
def pauliZ : Matrix (Fin 2) (Fin 2) ℂ := !![1, 0; 0, -1]
```

A `def` introduces an object. This one is a complex $2\times2$ matrix, with rows and columns labelled by `Fin 2`, that is, by 0 and 1. Its eigenvalues are $\pm1$, so a spin-½ factor $\hbar/2$ has been left out.

```lean
/-- The Pauli matrix X. -/
def pauliX : Matrix (Fin 2) (Fin 2) ℂ := !![0, 1; 1, 0]
```

This is $X$, in the same basis.

```lean
/-- The Hamiltonian `H = -h Z - g X` with longitudinal field `h` and transverse field `g`. -/
def hamiltonian (g h : ℝ) : Matrix (Fin 2) (Fin 2) ℂ :=
  -((h : ℂ) • pauliZ) - (g : ℂ) • pauliX
```

The fields are real numbers in energy units. The notation `(h : ℂ)` reads $h$ as a complex number, and `•` multiplies a matrix by a scalar.

```lean
/-- The energy scale `E = √(g² + h²)`. -/
def energy (g h : ℝ) : ℝ := √(g ^ 2 + h ^ 2)
```

This is $E=\sqrt{g^2+h^2}$. The levels of $H$ are $\pm E$.

```lean
/-- The partition function `Tr exp(-b H)`. -/
def partitionFn (b : ℝ) (H : Matrix (Fin 2) (Fin 2) ℂ) : ℂ :=
  trace (NormedSpace.exp ((-(b : ℂ)) • H))
```

The partition function is $\mathrm{Tr}\,e^{-bH}$, with the true matrix exponential.

```lean
/-- The real part of the Gibbs mean `Tr(exp(-b H) A) / Tr exp(-b H)`, for a nonzero
partition function. -/
def thermalMean (b : ℝ) (H A : Matrix (Fin 2) (Fin 2) ℂ) : ℝ :=
  (trace (NormedSpace.exp ((-(b : ℂ)) • H) * A) / partitionFn b H).re
```

This is $\langle A\rangle = \mathrm{Tr}(e^{-bH}A)/\mathrm{Tr}\,e^{-bH}$. Taking the real part loses nothing for Hermitian $H$ and $A$, whose mean is already real.

```lean
/-- The thermal variance `⟨A²⟩ - ⟨A⟩²`, for a nonzero partition function. -/
def thermalVar (b : ℝ) (H A : Matrix (Fin 2) (Fin 2) ℂ) : ℝ :=
  thermalMean b H (A * A) - thermalMean b H A ^ 2
```

The variance is $\langle A^2\rangle-\langle A\rangle^2$.

## The Boltzmann operator in closed form

```lean
/-- Two operators on a two-level system agree if their four matrix elements agree. -/
lemma matrix_congr {a b c d a' b' c' d' : ℂ} (h1 : a = a') (h2 : b = b') (h3 : c = c')
    (h4 : d = d') : !![a, b; c, d] = !![a', b'; c', d'] := by
  rw [h1, h2, h3, h4]
```

A `lemma` is a statement followed, after `:=`, by its proof. This one reduces a matrix equation to four scalar ones.

```lean
/-- The matrix elements of `c 1 - s H`. -/
lemma operator_form (c s : ℂ) (g h : ℝ) :
    c • (1 : Matrix (Fin 2) (Fin 2) ℂ) - s • hamiltonian g h
      = !![c + s * h, s * g; s * g, c - s * h] := by
  ext i j
  fin_cases i <;> fin_cases j <;> simp [hamiltonian, pauliZ, pauliX]
```

This writes out the entries of $c\,1 - sH$, checking each of the four positions.

```lean
/-- The exponential of `x Z` is diagonal with entries `exp x` and `exp (-x)`. -/
lemma exp_pauliZ (x : ℝ) : NormedSpace.exp ((x : ℂ) • pauliZ)
    = !![((Real.exp x : ℝ) : ℂ), 0; 0, ((Real.exp (-x) : ℝ) : ℂ)] := by
  have hd : (x : ℂ) • pauliZ = diagonal ![(x : ℂ), -(x : ℂ)] := by
    ext i j
    fin_cases i <;> fin_cases j <;> simp [pauliZ]
  -- the exponential of a diagonal matrix acts entry by entry
  have he : ∀ (v : Fin 2 → ℂ) (i : Fin 2), NormedSpace.exp v i = Complex.exp (v i) := by
    intro v i
    rw [Complex.exp_eq_exp_ℂ]
    exact NormedSpace.map_exp (Pi.evalRingHom (fun _ : Fin 2 => ℂ) i) (continuous_apply i) v
  rw [hd, Matrix.exp_diagonal]
  ext i j
  fin_cases i <;> fin_cases j <;> simp [he]
```

Since $xZ$ is diagonal, its exponential is $\mathrm{diag}(e^x,e^{-x})$.

```lean
/-- For `g ≠ 0` the Boltzmann operator is `exp(-b H) = cosh(b E) 1 - (sinh(b E) / E) H`. -/
theorem boltzmann_operator (b h : ℝ) {g : ℝ} (hg : g ≠ 0) :
    NormedSpace.exp ((-(b : ℂ)) • hamiltonian g h)
      = ((Real.cosh (b * energy g h) : ℝ) : ℂ) • (1 : Matrix (Fin 2) (Fin 2) ℂ)
        - ((Real.sinh (b * energy g h) / energy g h : ℝ) : ℂ) • hamiltonian g h := by
  have hg2 : 0 < g ^ 2 := by positivity
  have hE0 : energy g h ≠ 0 := (Real.sqrt_pos.mpr (by positivity)).ne'
  have hE2 : energy g h ^ 2 = g ^ 2 + h ^ 2 := Real.sq_sqrt (by positivity)
  generalize energy g h = E at hE0 hE2 ⊢
  have hEc : (E : ℂ) ^ 2 = (g : ℂ) ^ 2 + (h : ℂ) ^ 2 := by exact_mod_cast hE2
  have hp : Real.exp (b * E) = Real.cosh (b * E) + Real.sinh (b * E) / E * E := by
    rw [div_mul_cancel₀ _ hE0, Real.cosh_add_sinh]
  have hm : Real.exp (-(b * E)) = Real.cosh (b * E) - Real.sinh (b * E) / E * E := by
    rw [div_mul_cancel₀ _ hE0, Real.cosh_sub_sinh]
  generalize Real.cosh (b * E) = c at hp hm ⊢
  generalize Real.sinh (b * E) / E = s at hp hm ⊢
  -- the columns of U are eigenvectors of H
  obtain ⟨U, hU⟩ : ∃ U : Matrix (Fin 2) (Fin 2) ℂ,
      U = !![(h : ℂ) + E, (g : ℂ); (g : ℂ), -((h : ℂ) + E)] := ⟨_, rfl⟩
  have hdet : IsUnit U.det := by
    have hd : U.det = ((-((h + E) ^ 2 + g ^ 2) : ℝ) : ℂ) := by
      rw [hU, Matrix.det_fin_two_of]
      push_cast
      ring
    rw [hd, isUnit_iff_ne_zero]
    exact Complex.ofReal_ne_zero.mpr (ne_of_lt (by nlinarith [sq_nonneg (h + E)]))
  have hL : (-(b : ℂ)) • hamiltonian g h
      = !![(b : ℂ) * h, (b : ℂ) * g; (b : ℂ) * g, -((b : ℂ) * h)] := by
    simpa using operator_form 0 b g h
  have hD : ((b * E : ℝ) : ℂ) • pauliZ = !![(b : ℂ) * E, 0; 0, -((b : ℂ) * E)] := by
    ext i j
    fin_cases i <;> fin_cases j <;> simp [pauliZ]
  have h1 : (-(b : ℂ)) • hamiltonian g h * U = U * (((b * E : ℝ) : ℂ) • pauliZ) := by
    rw [hL, hD, hU, Matrix.mul_fin_two, Matrix.mul_fin_two]
    apply matrix_congr
    · linear_combination (-(b : ℂ)) * hEc
    · ring
    · ring
    · linear_combination (-(b : ℂ)) * hEc
  have h2 : U * !![((Real.exp (b * E) : ℝ) : ℂ), 0; 0, ((Real.exp (-(b * E)) : ℝ) : ℂ)]
      = ((c : ℂ) • (1 : Matrix (Fin 2) (Fin 2) ℂ) - (s : ℂ) • hamiltonian g h) * U := by
    rw [operator_form, hp, hm, hU, Matrix.mul_fin_two, Matrix.mul_fin_two]
    push_cast
    apply matrix_congr
    · linear_combination (s : ℂ) * hEc
    · ring
    · ring
    · linear_combination (s : ℂ) * hEc
  have key : (-(b : ℂ)) • hamiltonian g h = U * (((b * E : ℝ) : ℂ) • pauliZ) * U⁻¹ := by
    rw [← h1, Matrix.mul_assoc, Matrix.mul_nonsing_inv U hdet, Matrix.mul_one]
  rw [key, Matrix.exp_conj _ _ ((Matrix.isUnit_iff_isUnit_det U).mpr hdet), exp_pauliZ, h2,
    Matrix.mul_assoc, Matrix.mul_nonsing_inv U hdet, Matrix.mul_one]
```

The hypothesis `hg : g ≠ 0` says that a transverse field is present. The claim is

$$e^{-bH}=\cosh(bE)\,1-\frac{\sinh(bE)}{E}\,H.$$

By hand, take the vectors $u_+=(h+E,\,g)$ and $u_-=(g,\,-(h+E))$. Using $E^2=g^2+h^2$,

$$-Hu_+=(h^2+hE+g^2,\;gE)=E\,u_+,\qquad -Hu_-=(-gE,\;g^2+h^2+hE)=-E\,u_-.$$

They are the columns of `U`. Dividing each by $\sqrt{(h+E)^2+g^2}$ would normalise them, but the proof only needs `U` to be invertible, and its determinant $-((h+E)^2+g^2)$ is nonzero because $g\neq0$.

On $u_\pm$ the left side of the claim gives $e^{\pm bE}$, and the right side gives $\cosh(bE)\pm\sinh(bE)$, which is the same number. Two operators that agree on a basis are equal.

In the code, `h1` is the eigenvalue equation and `h2` the comparison on the eigenvectors. The tactic `linear_combination` supplies $E^2=g^2+h^2$ where it is needed, and `ring` does the remaining algebra. Then `key` writes $-bH=U(bEZ)U^{-1}$, and `Matrix.exp_conj` moves the exponential inside.

## Mean and variance

```lean
/-- For `g ≠ 0` the partition function is `2 cosh(b E)` and `⟨Z⟩ = (h / E) tanh(b E)`. -/
theorem magnetization (b h : ℝ) {g : ℝ} (hg : g ≠ 0) :
    partitionFn b (hamiltonian g h) = ((2 * Real.cosh (b * energy g h) : ℝ) : ℂ) ∧
    thermalMean b (hamiltonian g h) pauliZ
      = h / energy g h * Real.tanh (b * energy g h) := by
  have t1 : ∀ c s : ℝ, trace ((c : ℂ) • (1 : Matrix (Fin 2) (Fin 2) ℂ)
      - (s : ℂ) • hamiltonian g h) = ((2 * c : ℝ) : ℂ) := by
    intro c s
    rw [operator_form, Matrix.trace_fin_two_of]
    push_cast
    ring
  have t2 : ∀ c s : ℝ, trace (((c : ℂ) • (1 : Matrix (Fin 2) (Fin 2) ℂ)
      - (s : ℂ) • hamiltonian g h) * pauliZ) = ((2 * (s * h) : ℝ) : ℂ) := by
    intro c s
    rw [operator_form, pauliZ, Matrix.mul_fin_two, Matrix.trace_fin_two_of]
    push_cast
    ring
  have hZ : partitionFn b (hamiltonian g h)
      = ((2 * Real.cosh (b * energy g h) : ℝ) : ℂ) := by
    rw [partitionFn, boltzmann_operator b h hg, t1]
  refine ⟨hZ, ?_⟩
  rw [thermalMean, hZ, boltzmann_operator b h hg, t2, ← Complex.ofReal_div,
    Complex.ofReal_re, Real.tanh_eq_sinh_div_cosh, mul_div_mul_left _ _ two_ne_zero]
  ring
```

The symbol `∧` means "and". Since $\mathrm{Tr}\,H=0$ and $\mathrm{Tr}(HZ)=-2h$, the closed form gives

$$\mathrm{Tr}\,e^{-bH}=2\cosh(bE),\qquad \langle Z\rangle=\frac{2h\sinh(bE)/E}{2\cosh(bE)}=\frac hE\tanh(bE).$$

The auxiliary facts `t1` and `t2` are the two traces.

```lean
/-- If the partition function is nonzero, then `Var(Z) = 1 - ⟨Z⟩²`. -/
theorem variance_pauliZ (b : ℝ) (H : Matrix (Fin 2) (Fin 2) ℂ) (hZ : partitionFn b H ≠ 0) :
    thermalVar b H pauliZ = 1 - thermalMean b H pauliZ ^ 2 := by
  have hsq : pauliZ * pauliZ = 1 := by
    rw [pauliZ, Matrix.mul_fin_two, Matrix.one_fin_two]
    apply matrix_congr <;> ring
  have h1 : thermalMean b H 1 = 1 := by
    rw [thermalMean, Matrix.mul_one, ← partitionFn, div_self hZ, Complex.one_re]
  rw [thermalVar, hsq, h1]
```

Because $Z^2=1$ and $\langle1\rangle=1$, the variance is $1-\langle Z\rangle^2$. The hypothesis `hZ` allows the normalisation; for a Hermitian $H$ it always holds, as the trace is a sum of positive Boltzmann factors.

## The response to the field

```lean
/-- The derivative of `tanh` is `1 - tanh²`. -/
lemma hasDerivAt_tanh' (x : ℝ) : HasDerivAt Real.tanh (1 - Real.tanh x ^ 2) x := by
  have hc : Real.cosh x ≠ 0 := (Real.cosh_pos x).ne'
  have hd := (Real.hasDerivAt_sinh x).fun_div (Real.hasDerivAt_cosh x) hc
  have hf : Real.tanh = fun y => Real.sinh y / Real.cosh y :=
    funext Real.tanh_eq_sinh_div_cosh
  rw [hf]
  refine hd.congr_deriv ?_
  field_simp
```

`HasDerivAt f d x` says that `f` is differentiable at `x` with derivative `d`. The quotient rule for $\sinh/\cosh$ gives $1-\tanh^2x$.

```lean
/-- For `x > 0`, `tanh x < x`. -/
lemma tanh_lt {x : ℝ} (hx : 0 < x) : Real.tanh x < x := by
  obtain ⟨c, hc, h⟩ := exists_hasDerivAt_eq_slope Real.tanh (fun y => 1 - Real.tanh y ^ 2) hx
    (fun y _ => (hasDerivAt_tanh' y).continuousAt.continuousWithinAt)
    (fun y _ => hasDerivAt_tanh' y)
  have ht : 0 < Real.tanh c := by
    rw [Real.tanh_eq_sinh_div_cosh]
    exact div_pos (Real.sinh_pos_iff.mpr hc.1) (Real.cosh_pos c)
  rw [Real.tanh_zero, sub_zero, sub_zero, eq_div_iff hx.ne'] at h
  nlinarith [mul_pos (pow_pos ht 2) hx]
```

By the mean value theorem there is a $c$ between $0$ and $x$ with $\tanh x/x=1-\tanh^2c$. As $\tanh c>0$, this is below 1.

```lean
/-- For `g ≠ 0` the susceptibility `d⟨Z⟩/dh` at any field `h` is `b Var(Z)` minus
`(g² / E²) (b - tanh(b E) / E)`. -/
theorem susceptibility (b h : ℝ) {g : ℝ} (hg : g ≠ 0) :
    HasDerivAt (fun x => thermalMean b (hamiltonian g x) pauliZ)
      (b * thermalVar b (hamiltonian g h) pauliZ - g ^ 2 / energy g h ^ 2 *
        (b - Real.tanh (b * energy g h) / energy g h)) h := by
  have hpos : 0 < g ^ 2 + h ^ 2 := by positivity
  have hE0 : energy g h ≠ 0 := (Real.sqrt_pos.mpr hpos).ne'
  have hE2 : g ^ 2 = energy g h ^ 2 - h ^ 2 := by
    rw [energy, Real.sq_sqrt hpos.le]
    ring
  have hZ : partitionFn b (hamiltonian g h) ≠ 0 := by
    rw [(magnetization b h hg).1]
    exact Complex.ofReal_ne_zero.mpr (mul_pos two_pos (Real.cosh_pos _)).ne'
  have dE : HasDerivAt (fun x => energy g x) (h / energy g h) h := by
    have hq : HasDerivAt (fun x : ℝ => g ^ 2 + x ^ 2) (2 * h) h := by
      simpa using (hasDerivAt_pow 2 h).const_add (g ^ 2)
    exact (hq.sqrt hpos.ne').congr_deriv (mul_div_mul_left _ _ two_ne_zero)
  have dT : HasDerivAt (fun x => Real.tanh (b * energy g x))
      ((1 - Real.tanh (b * energy g h) ^ 2) * (b * (h / energy g h))) h := by
    have dB : HasDerivAt (fun x => b * energy g x) (b * (h / energy g h)) h :=
      dE.const_mul b
    have dC := HasDerivAt.comp h (hasDerivAt_tanh' _) dB
    exact dC
  have hf : (fun x => thermalMean b (hamiltonian g x) pauliZ)
      = fun x => x / energy g x * Real.tanh (b * energy g x) :=
    funext fun x => (magnetization b x hg).2
  rw [variance_pauliZ b _ hZ, (magnetization b h hg).2, hf]
  refine (((hasDerivAt_id' h).fun_div dE hE0).fun_mul dT).congr_deriv ?_
  rw [hE2]
  field_simp
  ring
```

Write $t=\tanh(bE)$. From $dE/dh=h/E$ follow

$$\frac{d}{dh}\frac hE=\frac1E-\frac{h^2}{E^3}=\frac{g^2}{E^3},\qquad \frac{dt}{dh}=(1-t^2)\frac{bh}{E}.$$

The product rule then gives

$$\frac{d\langle Z\rangle}{dh}=\frac{g^2}{E^3}\,t+\frac{bh^2}{E^2}(1-t^2).$$

Subtract this from $b\,\mathrm{Var}(Z)=b-bh^2t^2/E^2$. The terms in $t^2$ cancel, leaving

$$b\,\mathrm{Var}(Z)-\frac{d\langle Z\rangle}{dh}=\frac{g^2}{E^2}\Bigl(b-\frac{\tanh(bE)}{E}\Bigr).$$

In the code, `dE` and `dT` are the derivatives of $E$ and $t$; `field_simp` and `ring` do the final algebra.

```lean
/-- For `g ≠ 0` and `b > 0` the susceptibility is strictly less than `b Var(Z)` at every
field `h`. -/
theorem susceptibility_lt {b g : ℝ} (hb : 0 < b) (hg : g ≠ 0) (h : ℝ) :
    deriv (fun x => thermalMean b (hamiltonian g x) pauliZ) h
      < b * thermalVar b (hamiltonian g h) pauliZ := by
  have hE : 0 < energy g h := Real.sqrt_pos.mpr (by positivity)
  have ht : Real.tanh (b * energy g h) / energy g h < b :=
    (div_lt_iff₀ hE).mpr (tanh_lt (mul_pos hb hE))
  have hgap : 0 < g ^ 2 / energy g h ^ 2 *
      (b - Real.tanh (b * energy g h) / energy g h) :=
    mul_pos (by positivity) (sub_pos.mpr ht)
  rw [(susceptibility b h hg).deriv]
  linarith
```

Here `deriv` denotes the derivative itself. For $b>0$, the inequality $\tanh(bE)<bE$ makes the deficit `hgap` positive, so the susceptibility is strictly smaller at every $h$.

```lean
/-- For `g > 0` and `b > 0`, at `h = 0` the susceptibility is `tanh(b g) / g` and
`Var(Z) = 1`, and the susceptibility is strictly less than `b Var(Z)`. -/
theorem susceptibility_ne_variance {b g : ℝ} (hb : 0 < b) (hg : 0 < g) :
    HasDerivAt (fun h => thermalMean b (hamiltonian g h) pauliZ) (Real.tanh (b * g) / g) 0 ∧
    thermalVar b (hamiltonian g 0) pauliZ = 1 ∧
    Real.tanh (b * g) / g < b * thermalVar b (hamiltonian g 0) pauliZ := by
  have hE : energy g 0 = g := by
    rw [energy, zero_pow two_ne_zero, add_zero, Real.sqrt_sq hg.le]
  have hZ : partitionFn b (hamiltonian g 0) ≠ 0 := by
    rw [(magnetization b 0 hg.ne').1]
    exact Complex.ofReal_ne_zero.mpr (mul_pos two_pos (Real.cosh_pos _)).ne'
  have hV : thermalVar b (hamiltonian g 0) pauliZ = 1 := by
    rw [variance_pauliZ b _ hZ, (magnetization b 0 hg.ne').2]
    ring
  refine ⟨?_, hV, ?_⟩
  · refine (susceptibility b 0 hg.ne').congr_deriv ?_
    rw [hV, hE, div_self (pow_ne_zero 2 hg.ne')]
    ring
  · rw [hV, mul_one, div_lt_iff₀ hg]
    exact tanh_lt (mul_pos hb hg)
```

At $h=0$ and $g>0$ we have $E=g$ and $\langle Z\rangle=0$. Hence $\mathrm{Var}(Z)=1$, and the susceptibility is

$$b-\Bigl(b-\frac{\tanh(bg)}g\Bigr)=\frac{\tanh(bg)}g<b.$$

The three parts of the theorem state the derivative, the variance and the inequality.

For numbers, take $b=g=1$ in matching units. With $e^2\approx7.389$,

$$\tanh1=\frac{e^2-1}{e^2+1}\approx\frac{6.389}{8.389}\approx0.762.$$

The variance formula predicts 1, about 31% too much.

## The commuting case

```lean
/-- Without transverse field, `g = 0`, the susceptibility equals `b Var(Z)` at every `h`. -/
theorem susceptibility_eq_of_commuting (b h : ℝ) :
    HasDerivAt (fun x => thermalMean b (hamiltonian 0 x) pauliZ)
      (b * thermalVar b (hamiltonian 0 h) pauliZ) h := by
  have hexp : ∀ x : ℝ, NormedSpace.exp ((-(b : ℂ)) • hamiltonian 0 x)
      = !![((Real.exp (b * x) : ℝ) : ℂ), 0; 0, ((Real.exp (-(b * x)) : ℝ) : ℂ)] := by
    intro x
    rw [← exp_pauliZ]
    congr 1
    rw [hamiltonian, Complex.ofReal_zero, zero_smul, sub_zero, smul_neg, neg_smul, neg_neg,
      smul_smul, Complex.ofReal_mul]
  have hZ : ∀ x : ℝ, partitionFn b (hamiltonian 0 x)
      = ((2 * Real.cosh (b * x) : ℝ) : ℂ) := by
    intro x
    rw [partitionFn, hexp, Matrix.trace_fin_two_of, ← Complex.ofReal_add,
      ← Real.cosh_add_sinh, ← Real.cosh_sub_sinh]
    congr 1
    ring
  have hM : ∀ x : ℝ, thermalMean b (hamiltonian 0 x) pauliZ = Real.tanh (b * x) := by
    intro x
    have ht : trace (!![((Real.exp (b * x) : ℝ) : ℂ), 0; 0, ((Real.exp (-(b * x)) : ℝ) : ℂ)]
        * pauliZ) = ((2 * Real.sinh (b * x) : ℝ) : ℂ) := by
      rw [pauliZ, Matrix.mul_fin_two, Matrix.trace_fin_two_of,
        ← Real.cosh_add_sinh, ← Real.cosh_sub_sinh]
      simp only [Complex.ofReal_add, Complex.ofReal_sub, Complex.ofReal_mul,
        Complex.ofReal_ofNat]
      ring
    rw [thermalMean, hZ, hexp, ht, ← Complex.ofReal_div, Complex.ofReal_re,
      mul_div_mul_left _ _ two_ne_zero, Real.tanh_eq_sinh_div_cosh]
  have hZ0 : partitionFn b (hamiltonian 0 h) ≠ 0 := by
    rw [hZ]
    exact Complex.ofReal_ne_zero.mpr (mul_pos two_pos (Real.cosh_pos _)).ne'
  rw [variance_pauliZ b _ hZ0, hM, funext hM]
  have hd : HasDerivAt (fun x => Real.tanh (b * x))
      ((1 - Real.tanh (b * h) ^ 2) * (b * 1)) h :=
    (hasDerivAt_tanh' (b * h)).comp h ((hasDerivAt_id' h).const_mul b)
  exact hd.congr_deriv (by ring)

end

end GibbsSusceptibility
```

With $g=0$ the Hamiltonian is $-hZ$, which commutes with $Z$. Now $e^{-bH}=\mathrm{diag}(e^{bh},e^{-bh})$, so the partition function is $2\cosh(bh)$ and $\langle Z\rangle=\tanh(bh)$. The derivative is $b(1-\tanh^2(bh))=b\,\mathrm{Var}(Z)$, and the classical rule holds at every $h$, including $h=0$. The facts `hexp`, `hZ` and `hM` record these steps.

All of this concerns one spin at finite temperature and its static, isothermal response. Interacting spins and time-dependent fields would need separate theorems.

```lean
#print axioms GibbsSusceptibility.susceptibility_lt
-- 'GibbsSusceptibility.susceptibility_lt' depends on axioms: [propext, Classical.choice, Quot.sound]
#print axioms GibbsSusceptibility.susceptibility_ne_variance
-- 'GibbsSusceptibility.susceptibility_ne_variance' depends on axioms: [propext, Classical.choice, Quot.sound]
#print axioms GibbsSusceptibility.susceptibility_eq_of_commuting
-- 'GibbsSusceptibility.susceptibility_eq_of_commuting' depends on axioms: [propext, Classical.choice, Quot.sound]
```
